# The overlap of a product state with an unnormalised Slater determinant is the determinant of the one-particle overlaps

Take `n` particles on a finite one-particle configuration space `X`, a product state with factors gᵢ, and the unnormalised Slater determinant of orbitals φⱼ, none of which need be orthogonal or normalised. The theorem `product_overlap_slater` says that the overlap of the two, summed over all configurations, is the determinant of the matrix with entries ⟨gᵢ|φⱼ⟩. If the φⱼ are orthonormal and each gᵢ has norm one, the overlap of the normalised states is this determinant divided by √n!. The attempt expands both determinants over permutations, exchanges the sums over permutations and configurations on the right, and compares the two sides term by term.

The first attempt, which Lean rejects:

```lean
import Mathlib

open ComplexConjugate

namespace SlaterContraction

noncomputable section

variable {X : Type*} {n : ℕ}

/-- The unnormalised Slater determinant of `n` orbitals, with particles as rows and
orbitals as columns. -/
def slater (φ : Fin n → X → ℂ) (x : Fin n → X) : ℂ :=
  Matrix.det (Matrix.of fun i j => φ j (x i))

variable [Fintype X]

/-- The overlap of two one-particle functions, conjugate-linear in the first. -/
def overlap (f g : X → ℂ) : ℂ := ∑ y, conj (f y) * g y

/-- The overlap of a product state with a Slater determinant is the determinant of the
one-particle overlaps. -/
theorem product_overlap_slater (g φ : Fin n → X → ℂ) :
    ∑ x : Fin n → X, (∏ i, conj (g i (x i))) * slater φ x =
      Matrix.det (Matrix.of fun i j => overlap (g i) (φ j)) := by
  -- a product of one-particle sums is a sum over configurations
  have hp (σ : Equiv.Perm (Fin n)) : ∏ i, overlap (g i) (φ (σ i)) =
      ∑ x : Fin n → X, (∏ i, conj (g i (x i))) * ∏ i, φ (σ i) (x i) := by
    simp only [overlap, Finset.prod_univ_sum, Fintype.piFinset_univ,
      Finset.prod_mul_distrib]
  rw [← Matrix.det_transpose, Matrix.det_apply']
  simp only [slater, Matrix.transpose_apply, Matrix.of_apply, hp]
  simp only [← Matrix.det_transpose (Matrix.of fun i j => φ j (_ : X)), Finset.mul_sum]
  rw [Finset.sum_comm]
  refine Finset.sum_congr rfl fun x _ => ?_
  rw [← Matrix.det_transpose, Matrix.det_apply', Finset.mul_sum]
  refine Finset.sum_congr rfl fun σ _ => ?_
  simp only [Matrix.transpose_apply, Matrix.of_apply]
  ring

end

end SlaterContraction
```

The error:

```
Try this:
  [apply] ring_nf
  
  The `ring` tactic failed to close the goal. Use `ring_nf` to obtain a normal form.
    
  Note that `ring` works primarily in *commutative* rings. If you have a noncommutative ring, abelian group or module, consider using `noncomm_ring`, `abel` or `module` instead.
Main.lean:25:63: error: unsolved goals
X : Type u_1
n : ℕ
inst✝ : Fintype X
g φ : Fin n → X → ℂ
hp :
  ∀ (σ : Equiv.Perm (Fin n)),
    ∏ i, overlap (g i) (φ (σ i)) = ∑ x, (∏ i, (starRingEnd ℂ) (g i (x i))) * ∏ i, φ (σ i) (x i)
x : Fin n → X
x✝¹ : x ∈ Finset.univ
σ : Equiv.Perm (Fin n)
x✝ : σ ∈ Finset.univ
⊢ (∏ i, (starRingEnd ℂ) (g i (x i))) * ↑↑(Equiv.Perm.sign σ) * ∏ i, φ i (x (σ i)) =
    (∏ i, (starRingEnd ℂ) (g i (x i))) * ↑↑(Equiv.Perm.sign σ) * ∏ i, φ (σ i) (x i)
```

The error shows what is left after `ring` fails to close the goal: the left side has `φ i (x (σ i))` where the right has `φ (σ i) (x i)`. For a fixed `σ` the two products differ in general, since one belongs to `σ` and the other to its inverse. Only the full sums over permutations agree, and `Finset.sum_congr` has already committed the proof to matching terms with the same `σ`, so no algebra can finish it.

The mismatch comes from transposing the Slater matrix twice. The second `simp only` rewrites its determinant with `← Matrix.det_transpose`, and the later `rw` does so again. The two transposes cancel, so `Matrix.det_apply'` puts `σ` on the particle index.

The diff removes the first transposition and keeps `Finset.mul_sum`, which is still needed to move the sign inside the sum over configurations. With one transpose left, `σ` falls on the orbital index, as on the right, and `ring` has only to reorder factors.

Lean accepts the file once it reads:

```diff
@@ -31,5 +31,5 @@
   rw [← Matrix.det_transpose, Matrix.det_apply']
   simp only [slater, Matrix.transpose_apply, Matrix.of_apply, hp]
-  simp only [← Matrix.det_transpose (Matrix.of fun i j => φ j (_ : X)), Finset.mul_sum]
+  simp only [Finset.mul_sum]
   rw [Finset.sum_comm]
   refine Finset.sum_congr rfl fun x _ => ?_
```
